# The spectral shift between Hermitian matrices $H_0$ and $H_0+V$ integrates to $\operatorname{tr} V$

After adding an impurity potential to a finite tight-binding cluster with orthonormal orbitals, one can diagonalise the Hamiltonian before and after, count the levels up to each energy, and subtract the two staircases. The area under the difference can then be compared with the trace of the impurity potential, which is read off its diagonal without any diagonalisation. If the two disagree by more than rounding and the error of any numerical integration, something in the calculation is wrong, for example a level, a matrix element or the energy window.

The check rests on the following statement. Let $H_0$ and $V$ be Hermitian complex matrices of the same finite size, and let $N_0(E)$ and $N(E)$ be the numbers of eigenvalues of $H_0$ and $H_0+V$, with multiplicity, that are at most $E$. Then $\xi = N_0 - N$ vanishes outside a bounded interval, and
$$\int_{-\infty}^{\infty} \xi(E)\,dE = \operatorname{tr} V .$$

For a single level at energy $a$ and $V = v > 0$, the difference is 1 on $[a, a+v)$ and 0 elsewhere, so the area is $v$. The general case adds up such rectangles, with a minus sign for levels that move down.

## Counting levels

```lean
import Mathlib

open MeasureTheory

namespace SpectralShiftSumRule

noncomputable section

variable {n : Type*} [Fintype n] [DecidableEq n] {H0 H V : Matrix n n ℂ}
```

The type `n` is a finite set of labels for the basis states, such as the orbitals of the cluster. `H0`, `H` and `V` are complex square matrices over these labels, so they have equal size. Nothing here makes them Hermitian; each statement below asks for that where it needs it.

```lean
/-- The number of eigenvalues of a Hermitian matrix, counted with multiplicity, that are
at most `E`. -/
def levelCount (h : H.IsHermitian) (E : ℝ) : ℕ :=
  (Finset.univ.filter (fun i => h.eigenvalues i ≤ E)).card
```

This is $N(E)$. The argument `h` is a proof that `H` is Hermitian. Lean treats such a proof as an object that can be handed to a function, and `h.eigenvalues i` is the real eigenvalue with label `i`. The definition collects the labels whose eigenvalue is at most $E$ and takes the size of that set, so a degenerate level is counted as often as it occurs.

```lean
/-- The spectral shift from `H0` to `H`: the counting function of `H0` minus that of `H`. -/
def spectralShift (h0 : H0.IsHermitian) (h : H.IsHermitian) (E : ℝ) : ℝ :=
  (levelCount h0 E : ℝ) - (levelCount h E : ℝ)
```

This is $\xi(E) = N_0(E) - N(E)$ for any two Hermitian matrices of equal size. The counts are converted to real numbers before the subtraction, because $\xi$ may be negative. The order fixes the sign: $\xi(E)$ is positive where more levels have been pushed up past $E$ than down past it.

```lean
/-- The counting function of a single level at energy `a`: one for `a ≤ E`, zero otherwise. -/
def step (a E : ℝ) : ℝ := if a ≤ E then 1 else 0
```

Write $\theta_a(E)$ for `step a E`. It is the staircase of a single level at $a$, and it already has the value 1 at $E = a$, in agreement with "at most $E$" above.

```lean
/-- The spectral shift is a sum of differences of unit steps, one for each pair of
eigenvalues with the same label. -/
theorem spectralShift_eq_sum (h0 : H0.IsHermitian) (h : H.IsHermitian) (E : ℝ) :
    spectralShift h0 h E = ∑ i, (step (h0.eigenvalues i) E - step (h.eigenvalues i) E) := by
  simp [spectralShift, levelCount, step, Finset.sum_sub_distrib, Finset.sum_boole]
```

A theorem in Lean lists its hypotheses, then the claim after the colon, then the proof after `:=`. With $\varepsilon^0_i$ and $\varepsilon_i$ for the eigenvalues of $H_0$ and $H$, the claim is
$$\xi(E) = \sum_i \bigl[\theta_{\varepsilon^0_i}(E) - \theta_{\varepsilon_i}(E)\bigr].$$

Each count is a sum of ones and zeros over the labels, and the two sums are subtracted term by term. The formula pairs the old and new levels that share a label. This need not mean that one evolves into the other, since the total is the same for any pairing.

## Where the shift vanishes

```lean
/-- If all eigenvalues of `H0` and `H` lie in `[a, b]`, the spectral shift vanishes at every
energy outside `[a, b)`. -/
theorem spectralShift_eq_zero (h0 : H0.IsHermitian) (h : H.IsHermitian) {a b E : ℝ}
    (hb0 : ∀ i, h0.eigenvalues i ∈ Set.Icc a b) (hb : ∀ i, h.eigenvalues i ∈ Set.Icc a b)
    (hE : E ∉ Set.Ico a b) : spectralShift h0 h E = 0 := by
  rw [spectralShift_eq_sum]
  refine Finset.sum_eq_zero fun i _ => ?_
  rcases lt_or_ge E a with h1 | h1
  · -- below both spectra no level is counted
    have p := not_le.mpr (h1.trans_le (hb0 i).1)
    have q := not_le.mpr (h1.trans_le (hb i).1)
    simp [step, p, q]
  · -- above both spectra every level is counted
    have h2 : b ≤ E := not_lt.mp fun h3 => hE ⟨h1, h3⟩
    have p := (hb0 i).2.trans h2
    have q := (hb i).2.trans h2
    simp [step, p, q]
```

Suppose that all eigenvalues of both matrices lie in $[a,b]$, written `Set.Icc a b`. If $E < a$, no level is counted in either spectrum and every term is $0-0$. If $E \ge b$, every level is counted in both and every term is $1-1$. Hence $\xi(E) = 0$ outside the half-open interval $[a,b)$, which is `Set.Ico a b`. The proof makes this case distinction with `rcases`.

```lean
/-- The spectral shift between two Hermitian matrices of equal size has compact support. -/
theorem spectralShift_hasCompactSupport (h0 : H0.IsHermitian) (h : H.IsHermitian) :
    HasCompactSupport (spectralShift h0 h) := by
  -- the sum of all absolute eigenvalues bounds both spectra
  let R : ℝ := ∑ i, (|h0.eigenvalues i| + |h.eigenvalues i|)
  have hR : ∀ i, |h0.eigenvalues i| + |h.eigenvalues i| ≤ R := fun i =>
    Finset.single_le_sum (f := fun i => |h0.eigenvalues i| + |h.eigenvalues i|)
      (fun j _ => add_nonneg (abs_nonneg _) (abs_nonneg _)) (Finset.mem_univ i)
  refine HasCompactSupport.intro (isCompact_Icc (a := -R) (b := R)) fun E hE => ?_
  refine spectralShift_eq_zero h0 h (a := -R) (b := R) (fun i => ?_) (fun i => ?_)
    (fun hI => hE (Set.Ico_subset_Icc_self hI))
  · exact abs_le.mp (by linarith [hR i, abs_nonneg (h.eigenvalues i)])
  · exact abs_le.mp (by linarith [hR i, abs_nonneg (h0.eigenvalues i)])
```

It remains to find an interval that contains both spectra. Take
$$R = \sum_i \bigl(|\varepsilon^0_i| + |\varepsilon_i|\bigr).$$
No single term of a sum of non-negative numbers exceeds the sum, so every eigenvalue lies in $[-R,R]$. The preceding theorem then shows that $\xi$ vanishes outside this interval, which is what compact support requires. The bound is generous, but only its existence is needed.

## One level moved from $a$ to $b$

```lean
/-- For one level moved upwards from `a` to `b`, a continuous weight `g` times the difference
of steps is integrable, and its integral is that of `g` from `a` to `b`. -/
theorem step_integral_of_le {g : ℝ → ℝ} (hg : Continuous g) {a b : ℝ} (hab : a ≤ b) :
    Integrable (fun E => g E * (step a E - step b E)) ∧
      ∫ E, g E * (step a E - step b E) = ∫ E in a..b, g E := by
  -- the difference of steps is the indicator of [a, b)
  have h : (fun E => g E * (step a E - step b E)) = (Set.Ico a b).indicator g := by
    ext E
    rcases lt_or_ge E a with h1 | h1
    · have h2 : E < b := h1.trans_le hab
      simp [step, Set.indicator, not_le.mpr h1, not_le.mpr h2]
    · rcases lt_or_ge E b with h2 | h2
      · simp [step, Set.indicator, h1, h2, not_le.mpr h2]
      · simp [step, Set.indicator, h1, h2, not_lt.mpr h2]
  rw [h]
  refine ⟨(hg.integrableOn_Icc.mono_set Set.Ico_subset_Icc_self).integrable_indicator
    measurableSet_Ico, ?_⟩
  rw [integral_indicator measurableSet_Ico, intervalIntegral.integral_of_le hab,
    integral_Ico_eq_integral_Ioc]
```

Let $a \le b$ and let $g$ be continuous. The difference $\theta_a - \theta_b$ is 1 on $[a,b)$ and 0 elsewhere, so
$$\int_{-\infty}^{\infty} g(E)\,[\theta_a(E)-\theta_b(E)]\,dE = \int_a^b g(E)\,dE .$$

The step `have h` proves the description of the integrand by checking $E<a$, $a \le E<b$ and $E \ge b$. A continuous function is integrable on a bounded interval, which gives the first half of the claim. Integrability is stated separately because Lean assigns the value zero to the integral of a non-integrable function, so an equation between integrals would not establish it.

```lean
/-- For one level moved from `a` to `b` in either direction, a continuous weight `g` times the
difference of steps is integrable, and its integral is the oriented integral of `g` from `a` to `b`.
-/
theorem step_integral {g : ℝ → ℝ} (hg : Continuous g) (a b : ℝ) :
    Integrable (fun E => g E * (step a E - step b E)) ∧
      ∫ E, g E * (step a E - step b E) = ∫ E in a..b, g E := by
  rcases le_total a b with hab | hba
  · exact step_integral_of_le hg hab
  · have k := step_integral_of_le hg hba
    have h : (fun E => g E * (step a E - step b E)) =
        fun E => -(g E * (step b E - step a E)) := by
      ext E
      ring
    rw [h]
    refine ⟨k.1.neg, ?_⟩
    rw [integral_neg, k.2]
    exact (intervalIntegral.integral_symm b a).symm
```

If the level moves down, then $b \le a$. Exchanging the two steps changes the sign of the integrand, and exchanging the limits changes the sign of the integral on the right. The formula therefore holds for either order of $a$ and $b$.

The device on which the proof turns is the notation `∫ E in a..b, g E`. Mathlib defines this interval integral for any two real numbers as
$$\int_{(a,b]} g - \int_{(b,a]} g ,$$
where at least one of the two sets is empty. This is the physicist's convention $\int_a^b = -\int_b^a$, built into the definition. The fundamental theorem of calculus holds for it in both directions. A perturbation may move some levels up and others down, and the oriented integral lets all of them be treated by one formula, without sorting them or asking for the sign of $V$.

## The trace formula and the sum rule

```lean
/-- Krein's trace formula for Hermitian matrices: for `f` with continuous derivative `f'`,
the product of `f'` and the spectral shift is integrable, and its integral is the change of
the sum of `f` over the eigenvalues. -/
theorem krein_trace_formula (h0 : H0.IsHermitian) (h : H.IsHermitian) {f f' : ℝ → ℝ}
    (hf : ∀ x, HasDerivAt f (f' x) x) (hf' : Continuous f') :
    Integrable (fun E => f' E * spectralShift h0 h E) ∧
      ∫ E, f' E * spectralShift h0 h E =
        ∑ i, f (h.eigenvalues i) - ∑ i, f (h0.eigenvalues i) := by
  have hsum : (fun E => f' E * spectralShift h0 h E) = fun E =>
      ∑ i, f' E * (step (h0.eigenvalues i) E - step (h.eigenvalues i) E) := by
    ext E
    rw [spectralShift_eq_sum, Finset.mul_sum]
  rw [hsum]
  refine ⟨MeasureTheory.integrable_finsetSum _ fun i _ => (step_integral hf' _ _).1, ?_⟩
  rw [MeasureTheory.integral_finsetSum _ (fun i _ => (step_integral hf' _ _).1), ← Finset.sum_sub_distrib]
  refine Finset.sum_congr rfl fun i _ => ?_
  -- each level contributes by the fundamental theorem of calculus
  rw [(step_integral hf' _ _).2]
  exact intervalIntegral.integral_eq_sub_of_hasDerivAt (fun x _ => hf x)
    (hf'.intervalIntegrable _ _)
```

Let $f$ be differentiable everywhere with continuous derivative $f'$. The hypothesis `hf` says that `f'` is the derivative of `f` at each point; to Lean, the prime is only part of a name. By hand,
$$\begin{aligned}
\int f'(E)\,\xi(E)\,dE
&= \sum_i \int f'(E)\,\bigl[\theta_{\varepsilon^0_i}(E)-\theta_{\varepsilon_i}(E)\bigr]\,dE \\
&= \sum_i \int_{\varepsilon^0_i}^{\varepsilon_i} f'(E)\,dE \\
&= \sum_i f(\varepsilon_i) - \sum_i f(\varepsilon^0_i).
\end{aligned}$$

The first line inserts the sum over steps and exchanges it with the integral, which is allowed for finitely many integrable terms. The second uses the one-level formula, and the third the fundamental theorem of calculus. The Lean proof takes the same route: `hsum` rewrites the integrand, `integral_finsetSum` exchanges sum and integral, and `integral_eq_sub_of_hasDerivAt` evaluates each term.

Krein's name is usually attached to self-adjoint operators that differ by a trace-class operator, possibly in infinite dimension, where counting levels may no longer define $\xi$. The theorem above is the matrix case, in which $\xi$ is a difference of two finite counts.

```lean
/-- Spectral-shift sum rule: for Hermitian `H0` and `V` of equal size, the counting function
of `H0` minus that of `H0 + V` has compact support, is integrable, and integrates to the
trace of `V`. -/
theorem spectral_shift_sum_rule (h0 : H0.IsHermitian) (hV : V.IsHermitian) :
    HasCompactSupport (spectralShift h0 (h0.add hV)) ∧
      Integrable (spectralShift h0 (h0.add hV)) ∧
      ((∫ E, spectralShift h0 (h0.add hV) E : ℝ) : ℂ) = V.trace := by
  have k := krein_trace_formula h0 (h0.add hV) (f := fun x => x) (f' := fun _ => 1)
    (fun x => hasDerivAt_id' x) continuous_const
  simp only [one_mul] at k
  refine ⟨spectralShift_hasCompactSupport _ _, k.1, ?_⟩
  -- the trace is the sum of the eigenvalues, and it is additive
  have t0 : H0.trace = ∑ i, ((h0.eigenvalues i : ℝ) : ℂ) := h0.trace_eq_sum_eigenvalues
  have t1 : (H0 + V).trace = ∑ i, (((h0.add hV).eigenvalues i : ℝ) : ℂ) :=
    (h0.add hV).trace_eq_sum_eigenvalues
  rw [Matrix.trace_add] at t1
  rw [k.2]
  push_cast
  linear_combination t0 - t1
```

Now choose $f(E) = E$, so that $f' = 1$. The trace formula gives
$$\int \xi(E)\,dE = \sum_i \varepsilon_i - \sum_i \varepsilon^0_i = \operatorname{tr}(H_0+V) - \operatorname{tr} H_0 = \operatorname{tr} V .$$

The expression `h0.add hV` is the proof that $H_0+V$ is Hermitian. The claim has three parts joined by `∧`: compact support, integrability and the value of the integral. In the last part the real integral is regarded as a complex number, since the trace of a complex matrix is complex by type. The facts `t0` and `t1` express the two traces as eigenvalue sums, and `linear_combination` subtracts one from the other.

The perturbation need not be small, and $H_0$ and $V$ need not commute. An infinite crystal or a continuous spectrum is not covered.

## The grand potential of free fermions

```lean
/-- The Fermi function at inverse temperature `β` and chemical potential `μ`. -/
def fermi (β μ E : ℝ) : ℝ := 1 / (Real.exp (β * (E - μ)) + 1)
```

This is the Fermi function
$$f_{\mathrm F}(E) = \frac{1}{e^{\beta(E-\mu)}+1},$$
with chemical potential $\mu$ and inverse temperature $\beta$, in units where Boltzmann's constant is 1.

```lean
/-- The grand potential of free fermions in the levels of a Hermitian matrix, for inverse
temperature `β ≠ 0` and chemical potential `μ`. -/
def grandPotential (β μ : ℝ) (h : H.IsHermitian) : ℝ :=
  -(1 / β) * ∑ i, Real.log (1 + Real.exp (-β * (h.eigenvalues i - μ)))
```

For fermions that do not interact, the grand potential is a sum over one-particle levels:
$$\Omega = -\frac{1}{\beta}\sum_i \ln\bigl(1+e^{-\beta(\varepsilon_i-\mu)}\bigr).$$
Each label stands for one state that holds at most one fermion, so spin has to be included among the labels if it is to be counted.

```lean
/-- At non-zero inverse temperature, the change of the free-fermion grand potential from `H0`
to `H` is the integral of the Fermi function times the spectral shift. -/
theorem grandPotential_change (h0 : H0.IsHermitian) (h : H.IsHermitian) {β : ℝ}
    (hβ : β ≠ 0) (μ : ℝ) :
    ∫ E, fermi β μ E * spectralShift h0 h E =
      grandPotential β μ h - grandPotential β μ h0 := by
  -- the Fermi function is the derivative of the one-level grand potential
  have hd : ∀ x, HasDerivAt
      (fun E => -(1 / β) * Real.log (1 + Real.exp (-β * (E - μ)))) (fermi β μ x) x := by
    intro x
    have h1 : HasDerivAt (fun E => -β * (E - μ)) (-β * 1) x :=
      ((hasDerivAt_id' x).sub_const μ).const_mul (-β)
    have hp : (0 : ℝ) < 1 + Real.exp (-β * (x - μ)) := by positivity
    refine (((h1.exp.const_add 1).log hp.ne').const_mul (-(1 / β))).congr_deriv ?_
    have he : Real.exp (-β * (x - μ)) = (Real.exp (β * (x - μ)))⁻¹ := by
      rw [← Real.exp_neg]
      congr 1
      ring
    have hy := Real.exp_pos (β * (x - μ))
    simp only [fermi, he]
    field_simp
  have hc : Continuous (fermi β μ) := by
    unfold fermi
    exact continuous_const.div (by fun_prop) fun E =>
      (add_pos (Real.exp_pos (β * (E - μ))) one_pos).ne'
  simpa only [grandPotential, Finset.mul_sum] using (krein_trace_formula h0 h hd hc).2

end

end SpectralShiftSumRule
```

Let $\omega(E) = -\beta^{-1}\ln(1+e^{-\beta(E-\mu)})$ be the contribution of one level. Its derivative is
$$\omega'(E) = \frac{e^{-\beta(E-\mu)}}{1+e^{-\beta(E-\mu)}} = \frac{1}{e^{\beta(E-\mu)}+1} = f_{\mathrm F}(E).$$
The trace formula with $f = \omega$ then gives
$$\int f_{\mathrm F}(E)\,\xi(E)\,dE = \Omega[H] - \Omega[H_0].$$

In the proof, `hd` is this differentiation and `hc` is the continuity of the Fermi function, whose denominator is always positive. The last line applies the trace formula.

The condition `hβ` excludes infinite temperature, where the prefactor $1/\beta$ has no finite value. The usual case is $\beta > 0$, although the theorem also admits negative values. Both grand potentials are taken at the same $\mu$ and $\beta$, so a calculation at fixed particle number has to account for the change of $\mu$ separately. The sharp Fermi step at zero temperature is not covered either, because $f'$ must be continuous.

For non-interacting electrons in a finite basis, the result expresses the effect of an impurity potential on the grand potential through the difference of the two level counts, weighted with the Fermi function.

```lean
#print axioms SpectralShiftSumRule.spectralShift_hasCompactSupport
-- 'SpectralShiftSumRule.spectralShift_hasCompactSupport' depends on axioms: [propext, Classical.choice, Quot.sound]
#print axioms SpectralShiftSumRule.spectral_shift_sum_rule
-- 'SpectralShiftSumRule.spectral_shift_sum_rule' depends on axioms: [propext, Classical.choice, Quot.sound]
#print axioms SpectralShiftSumRule.grandPotential_change
-- 'SpectralShiftSumRule.grandPotential_change' depends on axioms: [propext, Classical.choice, Quot.sound]
```
